# Truncating an Ising cluster expansion is the unique best fit on the retained clusters under uniform weighting

Before a Monte Carlo run on a binary alloy, one may shorten its cluster expansion, written in spins $\pm1$, by dropping some interactions. Should the remaining couplings then be refitted? If the error is the mean squared energy difference over all configurations of a finite cell, equally weighted, and the cell is large enough to keep all interactions distinct, they should be left as they are: any change to them increases the error. On a selected training set this can fail, as the last theorem shows.

## Spins, clusters and the error

```lean
import Mathlib

open Finset

namespace ClusterExpansionFit

noncomputable section

variable {V : Type*} [Fintype V] [DecidableEq V]
```

The sites form a finite type `V`. No lattice, periodicity or symmetry is assumed.

```lean
/-- The Ising spin value: `+1` for up (`true`) and `-1` for down (`false`). -/
def spin (b : Bool) : ℝ := if b then 1 else -1
```

Each site is up or down, stored as a `Bool`. The function `spin` turns this into $+1$ or $-1$.

```lean
/-- The cluster function of `A`: the product of the spins on the sites of `A`. -/
def cluster (A : Finset V) (σ : V → Bool) : ℝ := ∏ i ∈ A, spin (σ i)
```

A configuration $\sigma$ is a map `V → Bool`, and a cluster $A$ is a finite set of sites, of type `Finset V`. Its cluster function is $s_A(\sigma)=\prod_{i\in A}s_i$, where $s_i$ is the spin on site $i$. The empty cluster gives the constant $1$.

```lean
/-- The cluster expansion with couplings `J`, restricted to the clusters in `F`. -/
def expansion (F : Finset (Finset V)) (J : Finset V → ℝ) (σ : V → Bool) : ℝ :=
  ∑ A ∈ F, J A * cluster A σ
```

For a family $F$ of clusters and couplings $J_A$, this is $\sum_{A\in F}J_A s_A(\sigma)$. The full energy $E$ is `expansion univ J`, where `univ` is the family of all subsets of `V`. The truncation is `expansion F J`: the same couplings on fewer clusters. Every cluster has its own coupling. Clusters related by symmetry are separate terms with equal couplings, so a multiplicity is the number of such terms and not a factor in $J_A$. In a small periodic cell an interaction may contain a site together with its own periodic image; since $s_i^2=1$, such a pair of factors drops out of the spin product. Interactions that reduce to the same product are added into one coupling, and are kept or dropped together.

```lean
/-- The uniform average over all Ising configurations. -/
def avg (f : (V → Bool) → ℝ) : ℝ := (∑ σ, f σ) / 2 ^ Fintype.card V
```

With $n$ sites there are $2^n$ configurations, so this is the uniform average $\langle f\rangle=2^{-n}\sum_\sigma f(\sigma)$. It contains no Boltzmann weight and fixes no composition.

```lean
/-- The mean squared error between two energy functions, all configurations weighted equally. -/
def mse (E G : (V → Bool) → ℝ) : ℝ := avg fun σ => (E σ - G σ) ^ 2
```

The error between energy functions $E$ and $G$ is $\langle(E-G)^2\rangle$, for the total energy and not the energy per site.

## Orthonormality from independent sites

```lean
/-- The configuration average of a linear combination is the combination of the averages. -/
theorem avg_sum {ι : Type*} (s : Finset ι) (c : ι → ℝ) (f : ι → (V → Bool) → ℝ) :
    avg (fun σ => ∑ a ∈ s, c a * f a σ) = ∑ a ∈ s, c a * avg (f a) := by
  unfold avg
  rw [Finset.sum_comm, Finset.sum_div]
  refine Finset.sum_congr rfl fun a _ => ?_
  rw [← Finset.mul_sum, mul_div_assoc]
```

Averaging is linear: $\langle\sum_a c_a f_a\rangle=\sum_a c_a\langle f_a\rangle$. The proof exchanges the two finite sums and takes out the constants.

```lean
/-- Cluster functions are orthonormal under the uniform configuration average. -/
theorem cluster_orthonormal (A B : Finset V) :
    avg (fun σ => cluster A σ * cluster B σ) = if A = B then 1 else 0 := by
  let g : V → Bool → ℝ := fun i b =>
    (if i ∈ A then spin b else 1) * (if i ∈ B then spin b else 1)
  have site : ∀ σ : V → Bool, cluster A σ * cluster B σ = ∏ i, g i (σ i) := by
    intro σ
    simp only [g, cluster, Finset.prod_mul_distrib, Finset.prod_ite_mem, Finset.univ_inter]
  -- the sum over configurations factorizes into sums over single spins
  have factor : ∑ σ : V → Bool, ∏ i, g i (σ i) = ∏ i, ∑ b, g i b := by
    rw [Finset.prod_univ_sum, Fintype.piFinset_univ]
  have single : ∀ i, ∑ b, g i b = if (i ∈ A ↔ i ∈ B) then 2 else 0 := by
    intro i
    by_cases hA : i ∈ A <;> by_cases hB : i ∈ B <;> norm_num [g, spin, hA, hB]
  unfold avg
  simp only [site]
  rw [factor]
  simp only [single]
  by_cases h : A = B
  · subst h
    simp
  · have hex : ∃ i, ¬(i ∈ A ↔ i ∈ B) := by
      by_contra hn
      push Not at hn
      exact h (Finset.ext hn)
    obtain ⟨i, hi⟩ := hex
    rw [Finset.prod_eq_zero (Finset.mem_univ i) (if_neg hi), zero_div, if_neg h]
```

The statement is $\langle s_A s_B\rangle=\delta_{AB}$. By hand, write the product as $\prod_i g_i(\sigma_i)$ over all sites, where $g_i$ contains one spin factor if $i\in A$ and another if $i\in B$. Then

$$\sum_\sigma\prod_i g_i(\sigma_i)=\prod_i\big(g_i(\uparrow)+g_i(\downarrow)\big).$$

A site in both clusters or in neither contributes $1+1=2$; a site in exactly one contributes $1-1=0$. If $A=B$, the product is $2^n$ and the average is $1$. Otherwise some site lies in exactly one cluster and the product vanishes. The steps `site`, `factor` and `single` are these three observations.

The proof turns on `Finset.prod_univ_sum`, Mathlib's general distributive law. It expands a product of sums into a sum over all ways of choosing one term from each factor. Here a choice of one `Bool` per site is exactly a spin configuration, and `Fintype.piFinset_univ` identifies the set of all such choices with the set of all configurations. It is the same factorization that gives the partition function of non-interacting spins.

```lean
/-- The mean square of a cluster expansion is the sum of its squared couplings. -/
theorem mean_square_expansion (F : Finset (Finset V)) (J : Finset V → ℝ) :
    avg (fun σ => expansion F J σ ^ 2) = ∑ A ∈ F, J A ^ 2 := by
  have h : (fun σ => expansion F J σ ^ 2) = fun σ =>
      ∑ A ∈ F, J A * ∑ B ∈ F, J B * (cluster A σ * cluster B σ) := by
    funext σ
    rw [expansion, sq, Finset.sum_mul]
    refine Finset.sum_congr rfl fun A _ => ?_
    rw [Finset.mul_sum, Finset.mul_sum]
    exact Finset.sum_congr rfl fun B _ => by ring
  rw [h]
  refine (avg_sum F J (fun A σ => ∑ B ∈ F, J B * (cluster A σ * cluster B σ))).trans
    (Finset.sum_congr rfl fun A hA => ?_)
  have inner := avg_sum F J (fun B σ => cluster A σ * cluster B σ)
  simp only [cluster_orthonormal] at inner
  rw [inner]
  simp only [mul_ite, mul_one, mul_zero, Finset.sum_ite_eq, hA, ↓reduceIte]
  ring
```

Squaring the expansion gives a double sum, which orthonormality collapses:

$$\Big\langle\Big(\sum_{A\in F}J_As_A\Big)^2\Big\rangle=\sum_{A\in F}\sum_{B\in F}J_AJ_B\,\delta_{AB}=\sum_{A\in F}J_A^2 .$$

In Lean, `h` writes out the double sum, `avg_sum` moves the average inside twice, and `Finset.sum_ite_eq` carries out the sum over the Kronecker delta.

## The error of any fit

```lean
/-- The error of a fit on `F` is the sum of the squared coupling errors inside `F` and the
squared couplings outside `F`. -/
theorem mse_expansion (F : Finset (Finset V)) (J K : Finset V → ℝ) :
    mse (expansion univ J) (expansion F K) =
      ∑ A ∈ F, (J A - K A) ^ 2 + ∑ A ∈ Fᶜ, J A ^ 2 := by
  -- the residual is itself a cluster expansion
  have h : (fun σ => (expansion univ J σ - expansion F K σ) ^ 2) = fun σ =>
      expansion univ (fun A => J A - if A ∈ F then K A else 0) σ ^ 2 := by
    funext σ
    simp only [expansion, sub_mul, Finset.sum_sub_distrib, ite_mul, zero_mul,
      Finset.sum_ite_mem, Finset.univ_inter]
  rw [mse, h, mean_square_expansion, ← Finset.sum_add_sum_compl F]
  congr 1
  · exact Finset.sum_congr rfl fun A hA => by rw [if_pos hA]
  · exact Finset.sum_congr rfl fun A hA => by
      rw [if_neg (Finset.mem_compl.mp hA), sub_zero]
```

Let $K_A$ be trial couplings on $F$. The residual is again a cluster expansion, with coupling $J_A-K_A$ for $A\in F$ and $J_A$ for $A\notin F$. Its mean square is therefore

$$\sum_{A\in F}(J_A-K_A)^2+\sum_{A\notin F}J_A^2 .$$

The code writes the complement of $F$ as `Fᶜ`. It first identifies the residual couplings, then applies the previous theorem and splits the sum into the two parts.

```lean
/-- Truncating the expansion to `F` leaves an error equal to the sum of the squared omitted
couplings; no fit on `F` does better, and only the couplings `J` on `F` do as well. -/
theorem truncation_unique_minimizer (F : Finset (Finset V)) (J : Finset V → ℝ) :
    mse (expansion univ J) (expansion F J) = ∑ A ∈ Fᶜ, J A ^ 2 ∧
    ∀ K : Finset V → ℝ,
      mse (expansion univ J) (expansion F J) ≤ mse (expansion univ J) (expansion F K) ∧
      (mse (expansion univ J) (expansion F K) = mse (expansion univ J) (expansion F J) ↔
        ∀ A ∈ F, K A = J A) := by
  have h0 : mse (expansion univ J) (expansion F J) = ∑ A ∈ Fᶜ, J A ^ 2 := by
    simp [mse_expansion]
  refine ⟨h0, fun K => ?_⟩
  rw [h0, mse_expansion]
  have nn : 0 ≤ ∑ A ∈ F, (J A - K A) ^ 2 := Finset.sum_nonneg fun _ _ => sq_nonneg _
  refine ⟨by linarith, fun h A hA => ?_, fun h => ?_⟩
  · have hz : ∑ A ∈ F, (J A - K A) ^ 2 = 0 := by linarith
    have hs := (Finset.sum_eq_zero_iff_of_nonneg (fun _ _ => sq_nonneg _)).mp hz A hA
    have hd : J A - K A = 0 := pow_eq_zero_iff two_ne_zero |>.mp hs
    linarith
  · have hz : ∑ A ∈ F, (J A - K A) ^ 2 = 0 :=
      Finset.sum_eq_zero fun A hA => by rw [h A hA, sub_self]; norm_num
    rw [hz, zero_add]
```

Only the first sum depends on $K$. It is non-negative, and it vanishes exactly when every term does, so when $K_A=J_A$ for all $A\in F$. The theorem states the truncation error $\sum_{A\notin F}J_A^2$, its minimality, and the uniqueness of the minimizer. Uniqueness concerns the couplings on $F$, since values of `K` elsewhere never enter the fit. In the proof, `nn` gives minimality, and `Finset.sum_eq_zero_iff_of_nonneg` turns a vanishing sum of squares into vanishing terms.

Take two sites with $E=1+2s_1+3s_1s_2$ and keep the constant and $s_1$. Over $(\uparrow\uparrow,\uparrow\downarrow,\downarrow\uparrow,\downarrow\downarrow)$ the energies are $(6,0,-4,2)$ and the truncation gives $(3,3,-1,-1)$. The residuals $(3,-3,-3,3)$ have mean square $9=3^2$. Changing the coupling of $s_1$ from $2$ to $1$ gives residuals $(4,-2,-4,2)$ and error $10=9+1^2$.

## Which clusters to keep

```lean
/-- Enlarging the family from `F` to `G` lowers the truncation error by the sum of the squared
couplings that are added. -/
theorem error_drop_of_subset {F G : Finset (Finset V)} (h : F ⊆ G) (J : Finset V → ℝ) :
    mse (expansion univ J) (expansion F J) - mse (expansion univ J) (expansion G J) =
      ∑ A ∈ G \ F, J A ^ 2 := by
  rw [(truncation_unique_minimizer F J).1, (truncation_unique_minimizer G J).1]
  have h1 := Finset.sum_add_sum_compl F (fun A => J A ^ 2)
  have h2 := Finset.sum_add_sum_compl G (fun A => J A ^ 2)
  have h3 := Finset.sum_sdiff h (f := fun A => J A ^ 2)
  linarith
```

If $F\subseteq G$, where $G$ is now a second family of clusters, the error drops by $\sum_{A\in G\setminus F}J_A^2$. This is the difference of the two truncation errors, and `linarith` does the bookkeeping.

```lean
/-- If `F` holds the couplings of largest magnitude, truncation to `F` is at least as accurate
as any fit on a family with no more clusters than `F`. -/
theorem largest_couplings_optimal (F G : Finset (Finset V)) (J K : Finset V → ℝ)
    (hF : ∀ A ∈ F, ∀ B ∉ F, |J B| ≤ |J A|) (hcard : G.card ≤ F.card) :
    mse (expansion univ J) (expansion F J) ≤ mse (expansion univ J) (expansion G K) := by
  have hc : (G \ F).card ≤ (F \ G).card := by
    have h1 := Finset.card_sdiff_add_card_inter G F
    have h2 := Finset.card_sdiff_add_card_inter F G
    rw [Finset.inter_comm F G] at h2
    omega
  -- exchange the clusters of G outside F for those of F outside G
  have key : ∑ B ∈ G \ F, J B ^ 2 ≤ ∑ A ∈ F \ G, J A ^ 2 := by
    rcases (F \ G).eq_empty_or_nonempty with h | h
    · have hG : G \ F = ∅ := Finset.card_eq_zero.mp (by
        rw [h, Finset.card_empty] at hc
        omega)
      exact le_of_eq (by rw [hG, h])
    · obtain ⟨M, hM, hmin⟩ := Finset.exists_min_image (F \ G) (fun A => J A ^ 2) h
      calc ∑ B ∈ G \ F, J B ^ 2 ≤ (G \ F).card • J M ^ 2 :=
            Finset.sum_le_card_nsmul _ _ _ fun B hB => sq_le_sq.mpr
              (hF M (Finset.mem_sdiff.mp hM).1 B (Finset.mem_sdiff.mp hB).2)
        _ ≤ (F \ G).card • J M ^ 2 := by
            simp only [nsmul_eq_mul]
            gcongr
        _ ≤ ∑ A ∈ F \ G, J A ^ 2 := Finset.card_nsmul_le_sum _ _ _ hmin
  rw [(truncation_unique_minimizer F J).1, mse_expansion]
  have nn : 0 ≤ ∑ A ∈ G, (J A - K A) ^ 2 := Finset.sum_nonneg fun _ _ => sq_nonneg _
  have h1 := Finset.sum_add_sum_compl F (fun A => J A ^ 2)
  have h2 := Finset.sum_add_sum_compl G (fun A => J A ^ 2)
  have h3 := Finset.sum_inter_add_sum_sdiff F G (fun A => J A ^ 2)
  have h4 := Finset.sum_inter_add_sum_sdiff G F (fun A => J A ^ 2)
  rw [Finset.inter_comm G F] at h4
  linarith
```

Suppose every coupling in $F$ is at least as large in magnitude as every coupling outside it, and $G$ has no more clusters than $F$. Then no fit on $G$ beats the truncation to $F$. Clusters are counted one by one here. Dropping a whole orbit of $m$ equivalent clusters with coupling $J$ adds $mJ^2$ to the error, so orbits should not be ranked by $|J|$ alone.

Any fit on $G$ has error at least $\sum_{A\notin G}J_A^2$, so it suffices to show

$$\sum_{B\in G\setminus F}J_B^2\le\sum_{A\in F\setminus G}J_A^2 ,$$

which is `key`. Removing the common clusters gives $|G\setminus F|\le|F\setminus G|$, which is `hc`. If $F\setminus G$ is empty, both sums are zero. Otherwise let $M$ be a cluster in $F\setminus G$ with the smallest $J_M^2$. The left side is at most $|G\setminus F|\,J_M^2\le|F\setminus G|\,J_M^2$, which is at most the right side. The `calc` block follows this chain.

## A training set that favours refitting

```lean
/-- The couplings of a unit field on site `i`: one on the cluster `{i}`, zero elsewhere. -/
def siteField (i : V) (A : Finset V) : ℝ := if A = {i} then 1 else 0
```

These couplings describe a unit field on site $i$, so that $E=s_i$.

```lean
/-- On a nonempty training set where spin `i` is always up, the constant fit `1` to the energy
of a unit field on `i` has a smaller squared error than the truncation to the empty cluster. -/
theorem truncation_not_optimal_on_biased_sample (i : V) (T : Finset (V → Bool))
    (hT : T.Nonempty) (hup : ∀ σ ∈ T, σ i = true) :
    ∑ σ ∈ T, (expansion univ (siteField i) σ - expansion {∅} (fun _ => 1) σ) ^ 2 <
      ∑ σ ∈ T, (expansion univ (siteField i) σ - expansion {∅} (siteField i) σ) ^ 2 := by
  refine Finset.sum_lt_sum_of_nonempty hT fun σ hσ => ?_
  have e1 : expansion univ (siteField i) σ = 1 := by
    simp [expansion, siteField, cluster, spin, hup σ hσ]
  have e2 : expansion {∅} (siteField i) σ = 0 := by
    simp [expansion, siteField]
  have e3 : expansion {∅} (fun _ => 1) σ = 1 := by
    simp [expansion, cluster]
  rw [e1, e2, e3]
  norm_num

end

end ClusterExpansionFit
```

Let `T` be a nonempty set of training configurations, all with spin $i$ up. On `T` the energy is always $1$. Truncation to the empty cluster keeps the coupling $J_\emptyset=0$ and predicts $0$, with squared error $1$ per configuration. The constant fit $1$ has no error. The facts `e1`, `e2` and `e3` compute these values, and the strict inequality is summed over `T`.

On this sample $s_i$ cannot be distinguished from a constant, so the retained constant should absorb the dropped term. For couplings fitted to a selected set of computed structures, refitting after a cut can therefore lower the training error.

```lean
#print axioms ClusterExpansionFit.truncation_unique_minimizer
#print axioms ClusterExpansionFit.error_drop_of_subset
#print axioms ClusterExpansionFit.largest_couplings_optimal
#print axioms ClusterExpansionFit.truncation_not_optimal_on_biased_sample
```

```
'ClusterExpansionFit.truncation_unique_minimizer' depends on axioms: [propext, Classical.choice, Quot.sound]
'ClusterExpansionFit.error_drop_of_subset' depends on axioms: [propext, Classical.choice, Quot.sound]
'ClusterExpansionFit.largest_couplings_optimal' depends on axioms: [propext, Classical.choice, Quot.sound]
'ClusterExpansionFit.truncation_not_optimal_on_biased_sample' depends on axioms: [propext, Classical.choice, Quot.sound]
```
